# Two spin-lock field strengths determine a nonzero amplitude and positive rate in a Lorentzian exchange term

Take the exchange contribution to a spin-lock relaxation rate to be \(R=Ak/(k^2+w^2)\), with the exchange rate \(k\) and the field \(w\) in units of \(10^3\ \mathrm{s^{-1}}\), the amplitude \(A\) in units of \(10^3\ \mathrm{s^{-2}}\), and \(R\) in \(\mathrm{s^{-1}}\). Let \(A=5\) and \(w=2\). The exchange rate \(k=1\) gives \(R=5/(1+4)=1\). The rate \(k=4\) gives \(R=20/(16+4)=1\) as well. A measurement at this field cannot separate the two rates, even though the amplitude is known.

Now change the field to \(w=1\). The first rate gives \(5/2\) and the second gives \(20/17\), so the ambiguity is gone. The two values \(5/2\) and \(1\), measured at fields \(1\) and \(2\), also return the rate directly:

\[
k^2=\frac{1\cdot 2^2-\tfrac52\cdot 1^2}{\tfrac52-1}=1 .
\]

The amplitude then follows from either value, for example \(A=\tfrac52(1+1)/1=5\).

## The exchange term and its two-field inversion

Write

\[
R(A,k,w)=\frac{Ak}{k^2+w^2}.
\]

This is the usual form for two-site exchange in the fast limit with the spin-lock on resonance. There \(k\) is the sum of the forward and backward rates, \(w\) is the spin-lock field as an angular frequency, and \(A\) is the product of the two populations and the squared shift difference, also in angular frequency units. A nonzero \(A\) means that both sites are populated and have different shifts. The fast limit means that \(k\) is much larger than the shift difference. In the opening example, equal populations give a shift difference of about \(141\ \mathrm{s^{-1}}\), against rates of \(1000\) and \(4000\ \mathrm{s^{-1}}\).

Let \(w_1\) and \(w_2\) be distinct nonnegative fields, and let \(r_1\) and \(r_2\) be the values of \(R\) there. For \(A\neq0\) and \(k>0\), the values differ and

\[
k=\sqrt{\frac{r_2w_2^2-r_1w_1^2}{r_1-r_2}},\qquad
A=\frac{r_1(k^2+w_1^2)}{k}.
\]

No other pair with a positive rate gives the same two values. For \(0\le w_1<w_2\), a pair of numbers \(r_1,r_2\) comes from some \(A>0\) and \(k>0\) exactly when

\[
0<r_2<r_1\quad\text{and}\quad r_1w_1^2<r_2w_2^2 .
\]

If \(w_1=0\), the last inequality already follows from \(r_2>0\).

## Where a fitting code relies on this

A routine that reports a single pair \((A,k)\) from noise-free values of this two-parameter model relies on having at least two different field strengths. With one field and a fixed amplitude, a scan over \(k\) can meet two equally good solutions, \(k\) and \(w^2/k\). With one field and a free amplitude, every positive \(k\) fits.

The inversion formula can supply starting values for a fit over many fields. The inequalities belong before the square root: if they fail, no positive amplitude and rate reproduce that pair of values, and the routine should report this instead of returning a number.

The field must enter as an angular frequency. If it is stored in hertz, the factor \(2\pi\) has to be applied before it is squared.

## Derivation by clearing denominators

**One field, common amplitude.** Let \(A\ne0\) and \(k,q>0\). The denominators are positive, so \(R(A,k,w)=R(A,q,w)\) is equivalent to

\[
Ak(q^2+w^2)=Aq(k^2+w^2).
\]

The difference of the two sides factorises as

\[
A(k-q)(w^2-kq)=0 .
\]

Hence \(k=q\) or \(kq=w^2\). For \(w>0\) the second case is the dual rate \(q=w^2/k\), and there is no third possibility.

**One field, free amplitude.** For \(q>0\), the equation \(R(B,q,w)=r\) says \(Bq=r(q^2+w^2)\), so exactly one amplitude works:

\[
B=\frac{r(q^2+w^2)}{q}.
\]

**The point where the dual rates merge.** Let \(A,w>0\). From

\[
A(k^2+w^2)-2wAk=A(k-w)^2\ge0
\]

division by \(2w(k^2+w^2)\) gives \(R(A,k,w)\le A/(2w)\). Equality holds exactly when \(k=w\), which is the rate that is its own dual.

**Two fields.** Suppose that \((A,k)\) and \((B,q)\) agree at \(w_1\) and \(w_2\), with \(A\ne0\) and \(k,q>0\). Clearing denominators gives, for \(i=1,2\),

\[
Ak(q^2+w_i^2)=Bq(k^2+w_i^2).
\]

Subtracting the second equation from the first removes the terms without a field:

\[
(Ak-Bq)(w_1^2-w_2^2)=0 .
\]

Distinct nonnegative fields have distinct squares, because \(w_1^2-w_2^2=(w_1-w_2)(w_1+w_2)\) and the sum vanishes only if both fields are zero. So \(Ak=Bq\). Putting this into the equation for \(w_1\) leaves

\[
Ak(q^2-k^2)=Ak(q+k)(q-k)=0 .
\]

Since \(Ak\ne0\) and \(q+k>0\), we get \(q=k\). Then \(Ak=Bk\), and \(A=B\).

**Recovering the rate.** Both values satisfy

\[
r_1(k^2+w_1^2)=Ak=r_2(k^2+w_2^2).
\]

If \(r_1=r_2\), then \(r_1(w_1^2-w_2^2)=0\), so \(r_1=0\) and \(Ak=0\), a contradiction. Therefore \(r_1\ne r_2\), and collecting the terms in \(k^2\) gives

\[
k^2(r_1-r_2)=r_2w_2^2-r_1w_1^2 .
\]

Division and the positive square root give the formula for \(k\).

**Admissible values.** Let \(0\le w_1<w_2\). If the values come from \(A,k>0\), then \(r_2>0\) and

\[
r_1(k^2+w_1^2)=r_2(k^2+w_2^2)>r_2(k^2+w_1^2),
\]

so \(r_1>r_2\). The equation for \(k^2\) then makes \(r_2w_2^2-r_1w_1^2\) positive.

Conversely, if the three inequalities hold, the quotient in the formula for \(k\) is positive. Take \(k\) as its positive root and set \(A=r_1(k^2+w_1^2)/k>0\). This amplitude gives \(r_1\) at the first field. The equation for \(k^2\) rearranges to \(r_1(k^2+w_1^2)=r_2(k^2+w_2^2)\), so the same amplitude gives \(r_2\) at the second.

## The Lean file

```lean
import Mathlib

namespace SpinLockExchange

noncomputable section

/-- Exchange contribution to the spin-lock relaxation rate, for amplitude `A`, exchange rate `k`
and effective field `w` (as an angular frequency); its domain is `k` and `w` not both zero. -/
def rex (A k w : ℝ) : ℝ := A * k / (k ^ 2 + w ^ 2)

/-- For a positive exchange rate, the relaxation contribution times `k² + w²` is `A k`,
whatever the field. -/
theorem rex_mul (A w : ℝ) {k : ℝ} (hk : 0 < k) :
    rex A k w * (k ^ 2 + w ^ 2) = A * k := by
  have h : k ^ 2 + w ^ 2 ≠ 0 := by positivity
  unfold rex
  field_simp

/-- At one field and with the same nonzero amplitude, two positive exchange rates give the same
relaxation contribution exactly when they are equal or their product is `w²`. -/
theorem one_field_ambiguity {A k q : ℝ} (w : ℝ) (hA : A ≠ 0) (hk : 0 < k) (hq : 0 < q) :
    rex A k w = rex A q w ↔ k = q ∨ k * q = w ^ 2 := by
  unfold rex
  rw [div_eq_div_iff (by positivity) (by positivity)]
  constructor
  · intro h
    -- the difference of the two sides factorises
    have h' : A * ((k - q) * (w ^ 2 - k * q)) = 0 := by linear_combination h
    rcases mul_eq_zero.mp ((mul_eq_zero.mp h').resolve_left hA) with h1 | h1
    · left; linarith
    · right; linarith
  · rintro (h | h)
    · linear_combination A * (w ^ 2 - k * q) * h
    · linear_combination -A * (k - q) * h

/-- With a free amplitude, any positive exchange rate `q` reproduces a single measured value `r`,
for exactly one amplitude `B`. -/
theorem one_field_free_amplitude (B r w : ℝ) {q : ℝ} (hq : 0 < q) :
    rex B q w = r ↔ B = r * (q ^ 2 + w ^ 2) / q := by
  unfold rex
  rw [div_eq_iff (by positivity), eq_div_iff hq.ne']

/-- For positive amplitude and field, the relaxation contribution is at most `A / (2 w)`, and it
reaches this value exactly when the exchange rate equals the field. -/
theorem rex_le_max {A w : ℝ} (k : ℝ) (hA : 0 < A) (hw : 0 < w) :
    rex A k w ≤ A / (2 * w) ∧ (rex A k w = A / (2 * w) ↔ k = w) := by
  unfold rex
  constructor
  · rw [div_le_div_iff₀ (by positivity) (by positivity)]
    nlinarith [mul_nonneg hA.le (sq_nonneg (k - w))]
  · rw [div_eq_div_iff (by positivity) (by positivity)]
    constructor
    · intro h
      have h' : A * (k - w) ^ 2 = 0 := by linear_combination -h
      have h2 := (mul_eq_zero.mp h').resolve_left hA.ne'
      exact sub_eq_zero.mp (pow_eq_zero_iff two_ne_zero |>.mp h2)
    · intro h
      rw [h]
      ring

/-- Distinct nonnegative fields have distinct squares. -/
theorem field_sq_sub_ne_zero {w₁ w₂ : ℝ} (h₁ : 0 ≤ w₁) (h₂ : 0 ≤ w₂) (hne : w₁ ≠ w₂) :
    w₁ ^ 2 - w₂ ^ 2 ≠ 0 := by
  intro h
  have h' : (w₁ - w₂) * (w₁ + w₂) = 0 := by linear_combination h
  rcases mul_eq_zero.mp h' with h3 | h3
  · exact hne (by linarith)
  · exact hne (by linarith)

/-- Two fields suffice: if two parameter pairs with positive exchange rates, the first with nonzero
amplitude, agree at two distinct nonnegative fields, then amplitudes and rates coincide. -/
theorem two_field_identifiability {A B k q w₁ w₂ : ℝ} (hA : A ≠ 0) (hk : 0 < k) (hq : 0 < q)
    (hw₁ : 0 ≤ w₁) (hw₂ : 0 ≤ w₂) (hne : w₁ ≠ w₂)
    (h₁ : rex A k w₁ = rex B q w₁) (h₂ : rex A k w₂ = rex B q w₂) :
    A = B ∧ k = q := by
  unfold rex at h₁ h₂
  rw [div_eq_div_iff (by positivity) (by positivity)] at h₁ h₂
  -- subtracting the two equations isolates the products `A k` and `B q`
  have hd : (A * k - B * q) * (w₁ ^ 2 - w₂ ^ 2) = 0 := by linear_combination h₁ - h₂
  have hp : A * k - B * q = 0 :=
    (mul_eq_zero.mp hd).resolve_right (field_sq_sub_ne_zero hw₁ hw₂ hne)
  -- either equation then fixes the rate
  have hr : (A * k * (q + k)) * (q - k) = 0 := by
    linear_combination h₁ - (w₁ ^ 2 + k ^ 2) * hp
  have hs : q + k ≠ 0 := by positivity
  have hqk : q - k = 0 :=
    (mul_eq_zero.mp hr).resolve_left (mul_ne_zero (mul_ne_zero hA hk.ne') hs)
  have hkq : k = q := by linarith
  refine ⟨?_, hkq⟩
  have hAB : (A - B) * k = 0 := by linear_combination hp + B * hqk
  exact sub_eq_zero.mp ((mul_eq_zero.mp hAB).resolve_right hk.ne')

/-- For nonzero amplitude and positive exchange rate, the values at two distinct nonnegative fields
differ, and the rate follows from them in closed form. -/
theorem rate_from_two_fields {A k w₁ w₂ : ℝ} (hA : A ≠ 0) (hk : 0 < k)
    (hw₁ : 0 ≤ w₁) (hw₂ : 0 ≤ w₂) (hne : w₁ ≠ w₂) :
    rex A k w₁ ≠ rex A k w₂ ∧
      k = Real.sqrt ((rex A k w₂ * w₂ ^ 2 - rex A k w₁ * w₁ ^ 2) /
        (rex A k w₁ - rex A k w₂)) := by
  have e₁ := rex_mul A w₁ hk
  have e₂ := rex_mul A w₂ hk
  have hr : rex A k w₁ ≠ rex A k w₂ := by
    intro h
    rw [h] at e₁
    have h0 : rex A k w₂ * (w₁ ^ 2 - w₂ ^ 2) = 0 := by linear_combination e₁ - e₂
    have hz := (mul_eq_zero.mp h0).resolve_right (field_sq_sub_ne_zero hw₁ hw₂ hne)
    rw [hz, zero_mul] at e₂
    exact mul_ne_zero hA hk.ne' e₂.symm
  refine ⟨hr, ?_⟩
  have hsq : (rex A k w₂ * w₂ ^ 2 - rex A k w₁ * w₁ ^ 2) /
      (rex A k w₁ - rex A k w₂) = k ^ 2 := by
    rw [div_eq_iff (sub_ne_zero.mpr hr)]
    linear_combination e₂ - e₁
  rw [hsq, Real.sqrt_sq hk.le]

/-- Values `r₁`, `r₂` at fields `0 ≤ w₁ < w₂` come from some positive amplitude and rate exactly
when `0 < r₂ < r₁` and `r₁ w₁² < r₂ w₂²`. -/
theorem two_field_data_iff {w₁ w₂ : ℝ} (r₁ r₂ : ℝ) (hw₁ : 0 ≤ w₁) (hw : w₁ < w₂) :
    (∃ A k : ℝ, 0 < A ∧ 0 < k ∧ rex A k w₁ = r₁ ∧ rex A k w₂ = r₂) ↔
      0 < r₂ ∧ r₂ < r₁ ∧ r₁ * w₁ ^ 2 < r₂ * w₂ ^ 2 := by
  constructor
  · rintro ⟨A, k, hA, hk, h₁, h₂⟩
    have e₁ := rex_mul A w₁ hk
    have e₂ := rex_mul A w₂ hk
    rw [h₁] at e₁
    rw [h₂] at e₂
    have hr₂ : 0 < r₂ := by
      rw [← h₂]
      unfold rex
      positivity
    have hsq : 0 < w₂ ^ 2 - w₁ ^ 2 := by nlinarith
    have hlt : r₂ < r₁ := by
      by_contra hcon
      have hle : r₁ ≤ r₂ := not_lt.mp hcon
      have hden : 0 ≤ k ^ 2 + w₁ ^ 2 := by positivity
      nlinarith [mul_le_mul_of_nonneg_right hle hden, mul_pos hr₂ hsq]
    exact ⟨hr₂, hlt, by nlinarith [mul_pos (pow_pos hk 2) (sub_pos.mpr hlt)]⟩
  · rintro ⟨hr₂, hlt, hgap⟩
    have hd : 0 < r₁ - r₂ := sub_pos.mpr hlt
    have hr₁ : 0 < r₁ := hr₂.trans hlt
    have hX : 0 < (r₂ * w₂ ^ 2 - r₁ * w₁ ^ 2) / (r₁ - r₂) := div_pos (sub_pos.mpr hgap) hd
    -- the rate is the positive root of the closed formula
    obtain ⟨k, hk, hk2⟩ : ∃ k : ℝ, 0 < k ∧
        k ^ 2 = (r₂ * w₂ ^ 2 - r₁ * w₁ ^ 2) / (r₁ - r₂) :=
      ⟨_, Real.sqrt_pos.mpr hX, Real.sq_sqrt hX.le⟩
    rw [eq_div_iff hd.ne'] at hk2
    have hbal : r₁ * (k ^ 2 + w₁ ^ 2) = r₂ * (k ^ 2 + w₂ ^ 2) := by linear_combination hk2
    refine ⟨r₁ * (k ^ 2 + w₁ ^ 2) / k, k, by positivity, hk, ?_, ?_⟩
    · exact (one_field_free_amplitude _ _ _ hk).mpr rfl
    · exact (one_field_free_amplitude _ _ _ hk).mpr (by rw [hbal])

end

end SpinLockExchange
```

```lean
#print axioms SpinLockExchange.rex_le_max
#print axioms SpinLockExchange.two_field_identifiability
#print axioms SpinLockExchange.rate_from_two_fields
#print axioms SpinLockExchange.two_field_data_iff
```

```
'SpinLockExchange.rex_le_max' depends on axioms: [propext, Classical.choice, Quot.sound]
'SpinLockExchange.two_field_identifiability' depends on axioms: [propext, Classical.choice, Quot.sound]
'SpinLockExchange.rate_from_two_fields' depends on axioms: [propext, Classical.choice, Quot.sound]
'SpinLockExchange.two_field_data_iff' depends on axioms: [propext, Classical.choice, Quot.sound]
```

## What the declarations say about the spin-lock model

The function `rex A k w` is the exchange term above, with all three arguments real numbers. Positivity is not built into the type; it appears as hypotheses such as `hk : 0 < k`. Units are not represented either, so the angular-frequency convention is one that the caller must keep.

`one_field_ambiguity` is the equivalence for a common nonzero amplitude. Its second alternative is written `k * q = w ^ 2`, which needs no division and remains correct at zero field, where two positive rates cannot satisfy it. `one_field_free_amplitude` gives the unique amplitude for a chosen positive rate. `rex_le_max` gives the bound \(A/(2w)\) and its equality case; it holds for every real `k`, so in particular for physical rates.

`two_field_identifiability` is the uniqueness result. Its hypotheses `h₁` and `h₂` say that the two parameter pairs agree at the two fields, and its conclusion is `A = B ∧ k = q`. Only the first amplitude is assumed nonzero. One of the fields may be zero.

`rate_from_two_fields` states that the two values differ and that `k` equals the square-root expression. The amplitude then comes from `one_field_free_amplitude`. Finally, `two_field_data_iff` characterises the pairs of values that a positive amplitude and rate can produce.

## How the algebra appears in the proofs

`rex_mul` is the relation \(R(k^2+w^2)=Ak\), used for the recovery formula and the admissible values. `field_sq_sub_ne_zero` supplies the distinct squares.

In `one_field_ambiguity` and `two_field_identifiability`, `div_eq_div_iff` clears the denominators, whose nonvanishing is settled by `positivity`. The tactic `linear_combination` then checks each factorised equation as a polynomial consequence of the earlier ones. In `two_field_identifiability`, `hd` is the subtracted equation, `hp` is \(Ak-Bq=0\), and `hr` is the factorised equation for the rates. Each use of `mul_eq_zero` in that proof removes a factor known to be nonzero; in `one_field_ambiguity`, one use instead splits the proof into the two alternatives.

In `rate_from_two_fields`, the proof first shows that the denominator is nonzero, then identifies the quotient with \(k^2\), and finishes with `Real.sqrt_sq`, which needs \(k\ge0\). In `two_field_data_iff`, the forward direction obtains `0 < r₂` with `positivity` and the other two inequalities with `nlinarith`. The reverse direction constructs the rate as a square root and uses `one_field_free_amplitude` once for each field, with `hbal` showing that both fields require the same amplitude.

## Limits of the guarantee for measured data

The theorems concern exact real values of one Lorentzian term. They give no error bound for noisy data or floating-point evaluation, and they do not derive the term from a spin Hamiltonian or from exchange equations. The amplitude must be the same at both fields. Off resonance, the exchange contribution carries a factor that depends on the tilt of the effective field. This has to be divided out before the formulas apply, and \(w\) must then be the magnitude of the effective field, with \(w^2\) equal to the squared spin-lock field plus the squared resonance offset, both as angular frequencies.

The sign conditions matter to an unconstrained optimiser. The pairs \((A,k)=(5,1)\) and \((B,q)=(-5,-1)\) give the same value at every field, so uniqueness fails if the two rates may have opposite signs. Likewise, the fields \(2\) and \(-2\) are distinct numbers but have the same square, and the rates \(1\) and \(4\) from the opening example agree at both. What the data need is two different values of \(w^2\).

A different model would add an unknown field-independent baseline \(c\), since a measured spin-lock rate also contains relaxation that is not due to exchange:

\[
R_{\text{total}}=c+\frac{Ak}{k^2+w^2}.
\]

Two fields are then too few. In the units of the opening example, with \(c\) in \(\mathrm{s^{-1}}\), take \(w=1\) and \(w=2\). The parameters \((c,A,k)=(2,5,1)\) and \((\tfrac12,10,2)\) both give \(\tfrac92\) and \(3\). The formulas here therefore require the baseline to be known and subtracted first; fitting it together with \(A\) and \(k\) takes at least a third field strength.
